# How the largest step energy of a catalytic reaction responds to a small change, and when a zero-sum change lowers it

## Two tied steps

Suppose a reaction has three steps with energies \((1,1,0)\), and a modified catalyst shifts them along \((-1,1,0)\). Someone who follows only the first step predicts that the largest step energy falls at rate 1. In fact it rises at rate 1, because the second step was equally high and moves up. When steps tie, the slope has to take account of all of them.

Let \(G_i\) be the reaction free energy of step \(i\), often written \(\Delta G_i\), for \(n\ge 1\) steps that together make up the overall reaction, each occurring once. Activation barriers are left out. The largest step is \(M(G)=\max_i G_i\), and the limiting steps form the set \(L=\{i : G_i=M(G)\}\). "Limiting" is meant in this thermodynamic sense, which need not agree with the rate-limiting step of kinetics, and all tied steps count.

A modification of the catalyst changes the energies to \(G_i+t\,d_i\), with \(t\ge 0\) dimensionless. The condition \(\sum_i d_i=0\) expresses that reactants and products fix the total reaction energy, whatever the catalyst.

## The slope is set by the worst limiting step

The right derivative of \(M(G+td)\) at \(t=0\) is
\[
s=\max_{i\in L} d_i .
\]

For \(i\in L\) and \(t\ge 0\), \(G_i+t d_i\le M(G)+t s\). For \(i\notin L\), the same inequality is strict at \(t=0\), so by continuity it holds for small \(t\). With finitely many steps, one interval \([0,\varepsilon)\) serves them all. The bound is attained at a limiting step \(k\) with \(d_k=s\), so on that interval
\[
M(G+td)=M(G)+t s .
\]
If \(s<0\), the largest step therefore truly decreases for small \(t>0\).

## When a zero-sum change helps

Some \(d\) with zero sum gives \(s<0\) exactly when not every step is limiting.

If every step is limiting and \(s<0\), then every \(d_i<0\) and the sum is negative, a contradiction. If step \(j\) is not limiting, take \(d_i=-1\) for \(i\ne j\) and \(d_j=n-1\). The sum is zero and \(s=-1\).

When all steps are limiting, large changes do not help either. Always \(\sum_i G_i\le n\,M(G)\), with equality exactly when all \(G_i=M(G)\). In that case, for zero-sum \(d\),
\[
n\,M(G)=\sum_i (G_i+d_i)\le n\,M(G+d).
\]

The zero-sum condition matters: for \(G=(0,0)\) and \(d=(-1,-1)\) every step is limiting, yet \(s=-1\). So the criterion already fails if one only asks for \(\sum_i d_i\le 0\).

## The statement in Lean

The steps are the elements of a finite, nonempty type `ι`, without any order, and `G` and `d` are real functions on it. `maxStep G` is \(M(G)\), `limiting G` is \(L\), and `limitingSlope G d` is \(s\). The set `Set.Ici 0` is \([0,\infty)\), so a derivative within it at 0 is the right derivative. The notation `∀ᶠ t in 𝓝[≥] (0 : ℝ)` means "for all sufficiently small \(t\ge 0\)".

```lean
import Mathlib

open Filter Topology

namespace CatalystImprovement

noncomputable section

variable {ι : Type*} [Fintype ι] [Nonempty ι]

/-- The largest step energy of a reaction with step energies `G`. -/
def maxStep (G : ι → ℝ) : ℝ := Finset.univ.sup' Finset.univ_nonempty G

/-- The limiting steps: those whose energy equals the largest step energy. -/
def limiting (G : ι → ℝ) : Finset ι := Finset.univ.filter (fun i => G i = maxStep G)

/-- No step energy exceeds the largest one. -/
theorem le_maxStep (G : ι → ℝ) (i : ι) : G i ≤ maxStep G :=
  Finset.le_sup' G (Finset.mem_univ i)

/-- Every reaction with at least one step, and finitely many, has a limiting step. -/
theorem limiting_nonempty (G : ι → ℝ) : (limiting G).Nonempty := by
  obtain ⟨i, _, hi⟩ := Finset.exists_mem_eq_sup' (Finset.univ_nonempty (α := ι)) G
  exact ⟨i, Finset.mem_filter.2 ⟨Finset.mem_univ i, hi.symm⟩⟩

/-- The largest change `d i` among the limiting steps of `G`. -/
def limitingSlope (G d : ι → ℝ) : ℝ := (limiting G).sup' (limiting_nonempty G) d

/-- For all sufficiently small `t ≥ 0`, the largest step of `G + t d` is exactly linear in `t`,
with slope the maximum of `d` over the limiting steps of `G`. -/
theorem maxStep_eventually_linear (G d : ι → ℝ) :
    ∀ᶠ t in 𝓝[≥] (0 : ℝ), maxStep (G + t • d) = maxStep G + t * limitingSlope G d := by
  have h : ∀ᶠ t in 𝓝[≥] (0 : ℝ), ∀ i,
      G i + t * d i ≤ maxStep G + t * limitingSlope G d := by
    rw [Filter.eventually_all]
    intro i
    by_cases hi : G i = maxStep G
    · -- for a limiting step, the signed change `d i` is at most the limiting slope
      filter_upwards [self_mem_nhdsWithin] with t ht
      have hd : d i ≤ limitingSlope G d :=
        Finset.le_sup' d (Finset.mem_filter.2 ⟨Finset.mem_univ i, hi⟩)
      have := mul_le_mul_of_nonneg_left hd (Set.mem_Ici.1 ht)
      linarith
    · -- any other step stays below for small t, by continuity
      have hlt : G i < maxStep G := lt_of_le_of_ne (le_maxStep G i) hi
      have ho : IsOpen {t : ℝ | G i + t * d i < maxStep G + t * limitingSlope G d} :=
        isOpen_lt (by fun_prop) (by fun_prop)
      have h0 : (0 : ℝ) ∈ {t : ℝ | G i + t * d i < maxStep G + t * limitingSlope G d} := by
        simpa using hlt
      filter_upwards [mem_nhdsWithin_of_mem_nhds (ho.mem_nhds h0)] with t ht
      exact le_of_lt ht
  filter_upwards [h] with t ht
  apply le_antisymm
  · exact Finset.sup'_le _ _ fun i _ => ht i
  · -- the bound is attained at the limiting step with the largest change
    obtain ⟨k, hk, hks⟩ := Finset.exists_mem_eq_sup' (limiting_nonempty G) d
    have hs : limitingSlope G d = d k := hks
    have hG : G k = maxStep G := (Finset.mem_filter.1 hk).2
    have hle : G k + t * d k ≤ maxStep (G + t • d) := le_maxStep (G + t • d) k
    rw [hs, ← hG]
    exact hle

/-- The right derivative at `t = 0` of the largest step of `G + t d` is the maximum of `d`
over the limiting steps of `G`. -/
theorem hasDerivWithinAt_maxStep (G d : ι → ℝ) :
    HasDerivWithinAt (fun t : ℝ => maxStep (G + t • d)) (limitingSlope G d) (Set.Ici 0) 0 := by
  have hlin : HasDerivAt (fun t : ℝ => maxStep G + t * limitingSlope G d)
      (limitingSlope G d) 0 := by
    simpa using ((hasDerivAt_id (0 : ℝ)).mul_const (limitingSlope G d)).const_add (maxStep G)
  exact hlin.hasDerivWithinAt.congr_of_eventuallyEq (maxStep_eventually_linear G d) (by simp)

/-- Some change `d` of the step energies with zero sum gives the largest step a negative right
derivative at `t = 0` exactly when not every step is limiting. -/
theorem exists_improving_direction_iff (G : ι → ℝ) :
    (∃ d : ι → ℝ, ∑ i, d i = 0 ∧
      derivWithin (fun t : ℝ => maxStep (G + t • d)) (Set.Ici 0) 0 < 0) ↔
    ¬ ∀ i, i ∈ limiting G := by
  classical
  have hder : ∀ d : ι → ℝ,
      derivWithin (fun t : ℝ => maxStep (G + t • d)) (Set.Ici 0) 0 = limitingSlope G d :=
    fun d => (hasDerivWithinAt_maxStep G d).derivWithin
      (uniqueDiffOn_Ici (0 : ℝ) 0 (Set.mem_Ici.2 le_rfl))
  constructor
  · rintro ⟨d, hsum, hneg⟩ hall
    rw [hder] at hneg
    -- all changes would be negative, so their sum could not vanish
    have hd : ∀ i ∈ Finset.univ, d i < 0 := fun i _ =>
      lt_of_le_of_lt (Finset.le_sup' d (hall i)) hneg
    have := Finset.sum_lt_sum_of_nonempty Finset.univ_nonempty hd
    simp [hsum] at this
  · intro h
    obtain ⟨j, hj⟩ := not_forall.1 h
    -- lower every step by one unit and put the total back on step j
    refine ⟨fun i => (if i = j then (Fintype.card ι : ℝ) else 0) - 1, ?_, ?_⟩
    · simp [Finset.sum_sub_distrib]
    · rw [hder]
      refine (Finset.sup'_lt_iff _).2 fun i hi => ?_
      have hij : i ≠ j := fun e => hj (e ▸ hi)
      simp [hij]

/-- If `d` is negative on every limiting step, then the largest step of `G + t d` is strictly
below that of `G` for all sufficiently small `t > 0`. -/
theorem maxStep_decreases (G d : ι → ℝ) (h : ∀ i ∈ limiting G, d i < 0) :
    ∀ᶠ t in 𝓝[>] (0 : ℝ), maxStep (G + t • d) < maxStep G := by
  have hs : limitingSlope G d < 0 := (Finset.sup'_lt_iff _).2 h
  filter_upwards [(maxStep_eventually_linear G d).filter_mono
    (nhdsWithin_mono 0 Set.Ioi_subset_Ici_self), self_mem_nhdsWithin] with t ht h0
  have := mul_neg_of_pos_of_neg (Set.mem_Ioi.1 h0) hs
  linarith

/-- The total reaction energy is at most the number of steps times the largest step, with
equality exactly when every step is limiting. -/
theorem total_le_card_mul_maxStep (G : ι → ℝ) :
    ∑ i, G i ≤ Fintype.card ι * maxStep G ∧
    (∑ i, G i = Fintype.card ι * maxStep G ↔ ∀ i, i ∈ limiting G) := by
  have hc : ∑ _i : ι, maxStep G = Fintype.card ι * maxStep G := by simp
  rw [← hc]
  refine ⟨Finset.sum_le_sum fun i _ => le_maxStep G i, ?_⟩
  rw [Finset.sum_eq_sum_iff_of_le fun i _ => le_maxStep G i]
  simp [limiting]

/-- If every step is limiting, no change of the step energies with zero sum, of any size,
lowers the largest step. -/
theorem maxStep_le_of_all_limiting (G d : ι → ℝ) (hall : ∀ i, i ∈ limiting G)
    (hsum : ∑ i, d i = 0) : maxStep G ≤ maxStep (G + d) := by
  have h1 := (total_le_card_mul_maxStep G).2.2 hall
  have h2 := (total_le_card_mul_maxStep (G + d)).1
  simp only [Pi.add_apply, Finset.sum_add_distrib, hsum, add_zero] at h2
  rw [h1] at h2
  have hpos : (0 : ℝ) < Fintype.card ι := by exact_mod_cast Fintype.card_pos
  exact le_of_mul_le_mul_left h2 hpos

/-- For two steps of zero energy shifted by `t` and `-t`, the largest step is not
differentiable at `t = 0`. -/
theorem maxStep_kink :
    ¬ DifferentiableAt ℝ (fun t : ℝ => maxStep ((0 : Fin 2 → ℝ) + t • ![1, -1])) 0 := by
  have h : (fun t : ℝ => maxStep ((0 : Fin 2 → ℝ) + t • ![1, -1])) = fun t => |t| := by
    funext t
    apply le_antisymm
    · refine Finset.sup'_le _ _ fun i _ => ?_
      fin_cases i
      · simp [le_abs_self]
      · simp [neg_le_abs]
    · have h0 := le_maxStep ((0 : Fin 2 → ℝ) + t • ![1, -1]) 0
      have h1 := le_maxStep ((0 : Fin 2 → ℝ) + t • ![1, -1]) 1
      have e0 : ((0 : Fin 2 → ℝ) + t • ![1, -1] : Fin 2 → ℝ) 0 = t := by simp
      have e1 : ((0 : Fin 2 → ℝ) + t • ![1, -1] : Fin 2 → ℝ) 1 = -t := by simp
      exact abs_le'.2 ⟨e0.symm.le.trans h0, e1.symm.le.trans h1⟩
  rw [h]
  exact not_differentiableAt_abs_zero

end

end CatalystImprovement
```

```lean
#print axioms CatalystImprovement.exists_improving_direction_iff
#print axioms CatalystImprovement.maxStep_decreases
#print axioms CatalystImprovement.maxStep_le_of_all_limiting
#print axioms CatalystImprovement.maxStep_kink
```

```
'CatalystImprovement.exists_improving_direction_iff' depends on axioms: [propext, Classical.choice, Quot.sound]
'CatalystImprovement.maxStep_decreases' depends on axioms: [propext, Classical.choice, Quot.sound]
'CatalystImprovement.maxStep_le_of_all_limiting' depends on axioms: [propext, Classical.choice, Quot.sound]
'CatalystImprovement.maxStep_kink' depends on axioms: [propext, Classical.choice, Quot.sound]
```

## From the inequalities to the theorems

`le_maxStep` and `limiting_nonempty` supply the upper bound and a limiting step, so that \(s\) is defined.

In `maxStep_eventually_linear`, `Filter.eventually_all` finds the common interval, and `by_cases` separates limiting from other steps. The latter use that a strict inequality between continuous functions holds on an open set. `le_antisymm` then joins the bound to its attainment at `k`.

`hasDerivWithinAt_maxStep` transfers the derivative of the straight line to the largest step. `exists_improving_direction_iff` replaces `derivWithin` by `limitingSlope` and follows the two arguments above; its direction is written as \(n\) on step `j` and 0 elsewhere, minus 1 everywhere.

`maxStep_decreases` reads the decrease off the linear formula. `total_le_card_mul_maxStep` compares the sums term by term, and `maxStep_le_of_all_limiting` applies it to `G` and `G + d`, then cancels \(n>0\).

`maxStep_kink` shows why the derivative is one-sided: two zero energies shifted by \(t\) and \(-t\) have maximum \(|t|\).

## Intermediates as variables, and real catalysts

The energies \(E_0,\dots,E_n\) of the successive states could have served as variables, with \(G_i=E_i-E_{i-1}\) and fixed ends. Zero sum would then be automatic, but the steps would need an order.

For step energies computed from electronic structure, the result tells which steps decide how a small modification changes the largest step energy, within a model of finitely many steps, linear shifts and no barriers. Whether a real material can realise a given \(d\) is a separate question, since the binding energies of intermediates are often correlated.
